# Geometrically spaced decay rates reproduce $t^{-s}$ with relative error at most $q^s-1$

A finite sum of decaying exponentials eventually falls faster than any power of time. Fitted to an algebraic bath memory $t^{-s}$ on some time window, it loses all relative accuracy long after that window. With suitable weights, an infinite ladder of rates $q^n$, with $n$ running over all integers, has relative error at most $q^s-1$ at every $t>0$, provided $s>0$ and $q>1$. For fixed $s$ this bound can be made as small as desired by taking $q$ close to 1.

In simulations of open quantum systems, exponential memory terms can be traded for auxiliary variables with time-local equations. The bound here concerns a scalar, exactly algebraic kernel, and not the error of the resulting dynamics.

## The ladder of modes

Rates and times are dimensionless, measured against a reference rate. The mode with rate $q^n$ has weight $w_n$ and contribution $m_n(t)$, and the memory $K(t)$ is their sum:

$$w_n=\frac{(q^{n+1})^s-(q^n)^s}{\Gamma(s+1)},\qquad m_n(t)=w_n e^{-q^n t},\qquad K(t)=\sum_{n\in\mathbb Z}m_n(t).$$

In Lean these are `weight`, `mode` and `memory`. No bath Hamiltonian or temperature enters.

```lean
import Mathlib

open MeasureTheory Set

namespace AlgebraicMemory

noncomputable section

/-- Coupling weight of the bath mode with decay rate `q ^ n`, for memory exponent `s > 0`
and rate ratio `q > 1`. -/
def weight (s q : ℝ) (n : ℤ) : ℝ :=
  ((q ^ (n + 1)) ^ s - (q ^ n) ^ s) / Real.Gamma (s + 1)

/-- Contribution at time `t` of the exponentially decaying mode with rate `q ^ n`. -/
def mode (s q t : ℝ) (n : ℤ) : ℝ :=
  weight s q n * Real.exp (-(q ^ n * t))

/-- Bath memory at time `t`: the sum over all geometrically spaced decay rates,
for `s > 0`, `q > 1` and `t > 0`. -/
def memory (s q t : ℝ) : ℝ := ∑' n : ℤ, mode s q t n
```

The denominator invites an error: writing $\Gamma(s)$ for $\Gamma(s+1)$ multiplies the memory by $s$, and a test at $s=1$ doesn't reveal it, because $\Gamma(1)=\Gamma(2)=1$.

## Memory exponent $s>0$

The exponent says how fast the memory decays, and it stands for a bath whose coupling weight is spread over the decay rates $x$ with density proportional to $x^{s-1}$. Positivity makes this density integrable at $x=0$ and, with $q>1$, makes every weight positive. At $s=0$ all weights vanish, so $K=0$ while $t^{-s}=1$: the condition $s\ge0$ is not enough.

```lean
variable {s q t : ℝ}

/-- For `s > 0` and `q > 1` every mode has a positive weight. -/
theorem weight_pos (hs : 0 < s) (hq : 1 < q) (n : ℤ) : 0 < weight s q n := by
  have hq0 : 0 < q := by linarith
  exact div_pos (sub_pos.2 (Real.rpow_lt_rpow (zpow_pos hq0 n).le
    (zpow_lt_zpow_right₀ hq (by omega)) hs)) (Real.Gamma_pos_of_pos (by linarith))
```

The ratio of neighbouring weights, $w_{n+1}=q^s w_n$, needs only $q>0$.

```lean
/-- For `q > 0`, passing to the next faster mode multiplies the weight by `q ^ s`. -/
theorem weight_succ (hq : 0 < q) (n : ℤ) :
    weight s q (n + 1) = q ^ s * weight s q n := by
  have h (m : ℤ) : (q ^ (m + 1)) ^ s = q ^ s * (q ^ m) ^ s := by
    rw [zpow_add_one₀ hq.ne', Real.mul_rpow (zpow_pos hq m).le hq.le, mul_comm]
  unfold weight
  rw [h (n + 1), h n]
  ring
```

## Elapsed time $t>0$

Time damps the fast modes. Substituting $u=tx$ in the Gamma integral gives

$$\int_0^\infty x^{s-1}e^{-tx}\,dx=\frac{\Gamma(s)}{t^s}.$$

At $t=0$ nothing is damped and the weights grow like $q^{sn}$, so the sum diverges; $t\ge0$ is not enough.

Lean assigns the value 0 to the integral of a non-integrable function. `integrable_spectrum` uses this: the Gamma formula gives a positive value, so the integrand must be integrable.

```lean
/-- For `s > 0` and `t > 0` the continuous spectrum of decay rates `x ^ (s - 1)`, damped by
`exp (-t x)`, is integrable over all positive rates. -/
theorem integrable_spectrum (hs : 0 < s) (ht : 0 < t) :
    IntegrableOn (fun x : ℝ => x ^ (s - 1) * Real.exp (-(t * x))) (Ioi 0) := by
  by_contra h
  have h0 := integral_undef h
  rw [Real.integral_rpow_mul_exp_neg_mul_Ioi hs ht] at h0
  have hpos : 0 < (1 / t) ^ s * Real.Gamma s :=
    mul_pos (Real.rpow_pos_of_pos (by positivity) s) (Real.Gamma_pos_of_pos hs)
  exact hpos.ne' h0
```

Positive time also orders the exponentials. For $a<x\le b$ we have $e^{-bt}\le e^{-xt}\le e^{-at}$. Multiplying by $x^{s-1}$ and using $\int_a^b x^{s-1}dx=(b^s-a^s)/s$ bounds the integral over a shell of rates from both sides. `setIntegral_mono_on` carries out this comparison.

```lean
/-- For `s, t > 0`, the damped spectrum in a shell of rates between `a > 0` and `b ≥ a` is
bounded by giving the whole shell the decay rate `b` (below) or `a` (above). -/
theorem shell_bounds {a b : ℝ} (hs : 0 < s) (ht : 0 < t) (ha : 0 < a) (hab : a ≤ b) :
    (b ^ s - a ^ s) / s * Real.exp (-(b * t)) ≤
        ∫ x in Ioc a b, x ^ (s - 1) * Real.exp (-(t * x)) ∧
      ∫ x in Ioc a b, x ^ (s - 1) * Real.exp (-(t * x)) ≤
        (b ^ s - a ^ s) / s * Real.exp (-(a * t)) := by
  have hp : IntegrableOn (fun x : ℝ => x ^ (s - 1)) (Ioc a b) :=
    (intervalIntegral.intervalIntegrable_rpow' (by linarith)).1
  have hg := (integrable_spectrum hs ht).mono_set
    (fun x (hx : x ∈ Ioc a b) => ha.trans hx.1)
  have hI : ∫ x in Ioc a b, x ^ (s - 1) = (b ^ s - a ^ s) / s := by
    rw [← intervalIntegral.integral_of_le hab, integral_rpow (Or.inl (by linarith)),
      sub_add_cancel]
  rw [← hI]
  constructor
  · rw [← integral_mul_const]
    refine setIntegral_mono_on (hp.mul_const _) hg measurableSet_Ioc fun x hx => ?_
    exact mul_le_mul_of_nonneg_left
      (Real.exp_le_exp.2 (by nlinarith [mul_le_mul_of_nonneg_left hx.2 ht.le]))
      (Real.rpow_nonneg (ha.trans hx.1).le _)
  · rw [← integral_mul_const]
    refine setIntegral_mono_on hg (hp.mul_const _) measurableSet_Ioc fun x hx => ?_
    exact mul_le_mul_of_nonneg_left
      (Real.exp_le_exp.2 (by nlinarith [mul_le_mul_of_nonneg_left hx.1.le ht.le]))
      (Real.rpow_nonneg (ha.trans hx.1).le _)
```

## Rate ratio $q>1$

The ratio sets how coarsely the bath is discretised. For $q>1$ the shells $(q^n,q^{n+1}]$ cover each positive rate exactly once. With

$$J_n=\frac1{\Gamma(s)}\int_{q^n}^{q^{n+1}}x^{s-1}e^{-tx}\,dx,$$

it follows that $\sum_n J_n=t^{-s}$. At $q=1$ the shells are empty and the weights vanish, so $K=0$ and the lower bound fails; $q\ge1$ is not enough.

The proof shows covering (`hU`) and disjointness (`hd`), then applies countable additivity.

```lean
/-- For `s, t > 0` and `q > 1`, the shells of rates between `q ^ n` and `q ^ (n + 1)` together
reproduce the algebraic decay `1 / t ^ s` exactly, once the integral of the damped spectrum over
each shell is divided by `Γ(s)`. -/
theorem hasSum_shells (hs : 0 < s) (hq : 1 < q) (ht : 0 < t) :
    HasSum (fun n : ℤ => (∫ x in Ioc (q ^ n) (q ^ (n + 1)),
      x ^ (s - 1) * Real.exp (-(t * x))) / Real.Gamma s) (1 / t ^ s) := by
  have hq0 : 0 < q := by linarith
  -- the shells cover all positive rates
  have hU : (⋃ n : ℤ, Ioc (q ^ n) (q ^ (n + 1))) = Ioi (0 : ℝ) := by
    ext x
    rw [mem_iUnion]
    exact ⟨fun ⟨n, hn⟩ => (zpow_pos hq0 n).trans hn.1, fun hx => exists_mem_Ioc_zpow hx hq⟩
  -- and do not overlap
  have hlt {m n : ℤ} (h : m < n) {x : ℝ} (hx : x ∈ Ioc (q ^ m) (q ^ (m + 1)))
      (hy : x ∈ Ioc (q ^ n) (q ^ (n + 1))) : False := by
    have h1 : q ^ (m + 1) ≤ q ^ n := zpow_le_zpow_right₀ hq.le (by omega)
    linarith [hx.2, hy.1]
  have hd : Pairwise (Function.onFun Disjoint fun n : ℤ => Ioc (q ^ n) (q ^ (n + 1))) := by
    intro m n hmn
    refine Set.disjoint_left.2 fun x hx hy => ?_
    rcases lt_or_gt_of_ne hmn with h | h
    · exact hlt h hx hy
    · exact hlt h hy hx
  have h := hasSum_integral_iUnion (fun n : ℤ => measurableSet_Ioc) hd
    (by rw [hU]; exact integrable_spectrum hs ht)
  rw [hU, Real.integral_rpow_mul_exp_neg_mul_Ioi hs ht] at h
  have h' := h.div_const (Real.Gamma s)
  rwa [mul_div_cancel_right₀ _ (Real.Gamma_pos_of_pos hs).ne',
    Real.div_rpow zero_le_one ht.le, Real.one_rpow] at h'
```

Since $\Gamma(s+1)=s\,\Gamma(s)$, the shell bounds read

$$w_n e^{-q^{n+1}t}\le J_n\le m_n(t).$$

The right half is `hlow`; summed, it gives $t^{-s}\le K(t)$. The left half, multiplied by $q^s$, gives $m_{n+1}(t)\le q^sJ_n$, which is `hup`. This yields convergence and, after shifting the index, $K(t)\le q^s t^{-s}$. `memory_bounds` states convergence (`Summable`) along with both inequalities.

```lean
/-- For `s, t > 0` and `q > 1` the sum over geometrically spaced decay rates converges and
lies between `1 / t ^ s` and `q ^ s / t ^ s`. -/
theorem memory_bounds (hs : 0 < s) (hq : 1 < q) (ht : 0 < t) :
    Summable (mode s q t) ∧ 1 / t ^ s ≤ memory s q t ∧ memory s q t ≤ q ^ s / t ^ s := by
  have hq0 : 0 < q := by linarith
  have hG := Real.Gamma_pos_of_pos hs
  have hJ := hasSum_shells hs hq ht
  have hb (n : ℤ) := shell_bounds hs ht (zpow_pos hq0 n)
    (zpow_le_zpow_right₀ hq.le (by omega : n ≤ n + 1))
  have hw (n : ℤ) : weight s q n =
      ((q ^ (n + 1)) ^ s - (q ^ n) ^ s) / s / Real.Gamma s := by
    rw [weight, Real.Gamma_add_one hs.ne', div_div]
  -- each mode dominates its own shell
  have hlow (n : ℤ) : (∫ x in Ioc (q ^ n) (q ^ (n + 1)),
      x ^ (s - 1) * Real.exp (-(t * x))) / Real.Gamma s ≤ mode s q t n := by
    rw [mode, hw, div_mul_eq_mul_div]
    exact div_le_div_of_nonneg_right (hb n).2 hG.le
  -- and is at most `q ^ s` times the next slower shell
  have hup (n : ℤ) : mode s q t (n + 1) ≤ q ^ s * ((∫ x in Ioc (q ^ n) (q ^ (n + 1)),
      x ^ (s - 1) * Real.exp (-(t * x))) / Real.Gamma s) := by
    rw [mode, weight_succ hq0, hw, mul_assoc, div_mul_eq_mul_div]
    exact mul_le_mul_of_nonneg_left (div_le_div_of_nonneg_right (hb n).1 hG.le)
      (Real.rpow_nonneg hq0.le s)
  have hS' : Summable fun n : ℤ => mode s q t (n + 1) :=
    Summable.of_nonneg_of_le
      (fun n => mul_nonneg (weight_pos hs hq _).le (Real.exp_pos _).le) hup
      (hJ.summable.mul_left _)
  have hS : Summable (mode s q t) := (Equiv.addRight (1 : ℤ)).summable_iff.1 hS'
  refine ⟨hS, hasSum_le hlow hJ hS.hasSum, ?_⟩
  calc memory s q t = ∑' n : ℤ, mode s q t (n + 1) :=
        ((Equiv.addRight (1 : ℤ)).tsum_eq (mode s q t)).symm
    _ ≤ q ^ s * (1 / t ^ s) := hasSum_le hup hS'.hasSum (hJ.mul_left _)
    _ = q ^ s / t ^ s := mul_one_div _ _
```

Subtracting $t^{-s}$ and dividing by it gives the relative error.

```lean
/-- For `s > 0` and `q > 1` the relative error of the exponential sum against `1 / t ^ s` is
at most `q ^ s - 1` at every time `t > 0`. -/
theorem relative_error (hs : 0 < s) (hq : 1 < q) (ht : 0 < t) :
    |memory s q t - 1 / t ^ s| / (1 / t ^ s) ≤ q ^ s - 1 := by
  obtain ⟨-, h1, h2⟩ := memory_bounds hs hq ht
  have hts : 0 < 1 / t ^ s := one_div_pos.2 (Real.rpow_pos_of_pos ht s)
  have e : (q ^ s - 1) * (1 / t ^ s) = q ^ s / t ^ s - 1 / t ^ s := by ring
  rw [div_le_iff₀ hts, e, abs_le]
  constructor <;> linarith
```

At $s=1$ the weights are simply $q^{n+1}-q^n$, and the error is at most $q-1$.

```lean
/-- For `q > 1` and `t > 0` the sum of `(q ^ (n + 1) - q ^ n) exp (-q ^ n t)` over all integers
converges and lies between `1 / t` and `q / t`, with relative error at most `q - 1`. -/
theorem inverse_time_memory (hq : 1 < q) (ht : 0 < t) :
    let f : ℤ → ℝ := fun n => (q ^ (n + 1) - q ^ n) * Real.exp (-(q ^ n * t))
    Summable f ∧ 1 / t ≤ ∑' n, f n ∧ ∑' n, f n ≤ q / t ∧
      |∑' n, f n - 1 / t| / (1 / t) ≤ q - 1 := by
  intro f
  have hf : mode 1 q t = f := by
    funext n
    simp [f, mode, weight, one_add_one_eq_two]
  have h := memory_bounds one_pos hq ht
  have h' := relative_error one_pos hq ht
  simp only [memory, hf, Real.rpow_one] at h h'
  exact ⟨h.1, h.2.1, h.2.2, h'⟩
```

## Stretching time needs only $q>0$

Because $m_n(qt)=q^{-s}m_{n+1}(t)$, a convergent sum obeys $K(qt)=q^{-s}K(t)$. Convergence is assumed here through `HasSum`, and `memory_bounds` supplies it when $s,t>0$ and $q>1$.

```lean
/-- For `q > 0`, if the modes at time `t` sum to `K`, then at the stretched time `q t` they sum
to `K / q ^ s`. -/
theorem discrete_scaling (hq : 0 < q) {K : ℝ} (h : HasSum (mode s q t) K) :
    HasSum (mode s q (q * t)) (K / q ^ s) := by
  have hne : q ^ s ≠ 0 := (Real.rpow_pos_of_pos hq s).ne'
  have h1 : HasSum (fun n : ℤ => mode s q t (n + 1)) K :=
    (Equiv.addRight (1 : ℤ)).hasSum_iff.2 h
  have e : mode s q (q * t) = fun n : ℤ => mode s q t (n + 1) / q ^ s := by
    funext n
    rw [mode, mode, weight_succ hq, zpow_add_one₀ hq.ne', mul_assoc (q ^ n) q t,
      mul_assoc (q ^ s), mul_div_cancel_left₀ _ hne]
  rw [e]
  exact h1.div_const _
```

## Finitely many modes at $s=1$

Keep $N$ modes, starting at rate $q^M$. With $d=q^{n+1}-q^n$, the inequality $1-e^{-dt}\le dt$ gives

$$\frac{e^{-q^nt}-e^{-q^{n+1}t}}{t}\le m_n(t).$$

Induction on $N$ telescopes this into the lower bound. The upper bound $q/t$ holds because a partial sum of positive terms cannot exceed the full sum. When $q^Mt\ll1\ll q^{M+N}t$, the lower bound is close to $1/t$, so in that window the truncated sum obeys nearly the same bounds as the full one.

```lean
/-- For `q > 1` and `t > 0`, a finite bath of `N` consecutive modes starting at rate `q ^ M`
gives an inverse-time memory between `(exp (-q ^ M t) - exp (-q ^ (M + N) t)) / t` and `q / t`. -/
theorem finite_bath (hq : 1 < q) (ht : 0 < t) (M : ℤ) (N : ℕ) :
    (Real.exp (-(q ^ M * t)) - Real.exp (-(q ^ (M + (N : ℤ)) * t))) / t ≤
        ∑ k ∈ Finset.range N, mode 1 q t (M + (k : ℤ)) ∧
      ∑ k ∈ Finset.range N, mode 1 q t (M + (k : ℤ)) ≤ q / t := by
  constructor
  · -- one mode bounds one step of a telescoping sum
    have step (n : ℤ) : (Real.exp (-(q ^ n * t)) - Real.exp (-(q ^ (n + 1) * t))) / t ≤
        mode 1 q t n := by
      have hm : mode 1 q t n = (q ^ (n + 1) - q ^ n) * Real.exp (-(q ^ n * t)) := by
        simp [mode, weight, one_add_one_eq_two]
      have he : Real.exp (-(q ^ (n + 1) * t)) =
          Real.exp (-(q ^ n * t)) * Real.exp (-((q ^ (n + 1) - q ^ n) * t)) := by
        rw [← Real.exp_add]
        congr 1
        linear_combination
      rw [hm, div_le_iff₀ ht, he]
      have h := mul_le_mul_of_nonneg_left
        (Real.add_one_le_exp (-((q ^ (n + 1) - q ^ n) * t))) (Real.exp_pos (-(q ^ n * t))).le
      linarith
    induction N with
    | zero => simp
    | succ N ih =>
      have hc : M + ((N + 1 : ℕ) : ℤ) = M + (N : ℤ) + 1 := by push_cast; ring
      rw [Finset.sum_range_succ, hc]
      have h := step (M + (N : ℤ))
      rw [sub_div] at h ih ⊢
      linarith
  · obtain ⟨hS, -, h2⟩ := memory_bounds one_pos hq ht
    have h := hS.sum_le_tsum ((Finset.range N).image fun k : ℕ => M + (k : ℤ))
      (fun n _ => mul_nonneg (weight_pos one_pos hq n).le (Real.exp_pos _).le)
    rw [Finset.sum_image (by intro a _ b _ hab; simpa using hab)] at h
    simp only [Real.rpow_one] at h2
    exact h.trans h2

end

end AlgebraicMemory
```

```lean
#print axioms AlgebraicMemory.relative_error
#print axioms AlgebraicMemory.inverse_time_memory
#print axioms AlgebraicMemory.discrete_scaling
#print axioms AlgebraicMemory.finite_bath
```

```
'AlgebraicMemory.relative_error' depends on axioms: [propext, Classical.choice, Quot.sound]
'AlgebraicMemory.inverse_time_memory' depends on axioms: [propext, Classical.choice, Quot.sound]
'AlgebraicMemory.discrete_scaling' depends on axioms: [propext, Classical.choice, Quot.sound]
'AlgebraicMemory.finite_bath' depends on axioms: [propext, Classical.choice, Quot.sound]
```
